# The tangent discretisation of momentum is Hermitian on a ring with an odd number of sites

The theorem `dirac_isHermitian` concerns a single particle on a finite periodic ring of `N` sites, where T is the shift by one site, (Tψ)(j) = ψ(j + 1). It states that for odd `N` the matrix −(2i/a)(T − 1)(T + 1)⁻¹, a lattice form of the momentum operator −i d/dx in units with ħ = 1, equals its conjugate transpose. The spacing `a` is any real number; at `a = 0`, which has no physical meaning here, Lean's division by zero makes the matrix zero. The proof uses the invertibility of T + 1 for odd `N` and the unitarity of T to show that (T − 1)(T + 1)⁻¹ is anti-Hermitian, and the imaginary prefactor then makes the product Hermitian.

An attempt in Lean 4 with a fault in it:

```lean
import Mathlib

open Matrix
open Complex (I exp)
open scoped Real

namespace DiracIsHermitian

noncomputable section

/-- The cyclic shift on a ring of `N` sites, `(T ψ)(j) = ψ(j + 1)`. -/
def shift (N : ℕ) : Matrix (ZMod N) (ZMod N) ℂ :=
  Matrix.of fun i j => if j = i + 1 then 1 else 0

/-- The tangent discretisation `-(2i/a) (T - 1) (T + 1)⁻¹` of the momentum operator,
meant for odd `N` and lattice spacing `a ≠ 0`. -/
def dirac (N : ℕ) [NeZero N] (a : ℝ) : Matrix (ZMod N) (ZMod N) ℂ :=
  (-2 * I / (a : ℂ)) • ((shift N - 1) * (shift N + 1)⁻¹)

/-- The plane wave `exp(2πi k j / N)` on the sites `j = 0, …, N - 1`, for `N ≥ 1`. -/
def planeWave (N : ℕ) (k : ℤ) (j : ZMod N) : ℂ :=
  exp (2 * π * I * k * j.val / N)

variable {N : ℕ} [NeZero N]

/-- The shift matrix moves a wave function by one site. -/
theorem shift_mulVec (ψ : ZMod N → ℂ) (j : ZMod N) :
    (shift N *ᵥ ψ) j = ψ (j + 1) := by
  simp [shift, Matrix.mulVec, dotProduct]

omit [NeZero N] in
/-- A wave function that gains a factor `z` per site gains `z ^ n` over `n` sites. -/
theorem bloch_iterate {ψ : ZMod N → ℂ} {z : ℂ} (h : ∀ j, ψ (j + 1) = z * ψ j)
    (n : ℕ) (j : ZMod N) : ψ (j + n) = z ^ n * ψ j := by
  induction n with
  | zero => simp
  | succ n ih =>
    rw [Nat.cast_succ, ← add_assoc, h, ih]
    ring

/-- A plane wave gains the phase `exp(2πi k / N)` per site, also across the boundary. -/
theorem planeWave_succ (k : ℤ) (j : ZMod N) :
    planeWave N k (j + 1) = exp (2 * π * I * k / N) * planeWave N k j := by
  -- the plane wave is an additive character of the ring of sites
  have key : ∀ i : ZMod N, planeWave N k i = ZMod.stdAddChar ((k : ZMod N) * i) := by
    intro i
    have hi : (k : ZMod N) * i = ((k * (i.val : ℤ) : ℤ) : ZMod N) := by
      push_cast
      rw [ZMod.natCast_zmod_val]
    rw [hi, ZMod.stdAddChar_coe, planeWave]
    congr 1
    push_cast
    ring
  rw [key, key, mul_add, mul_one, AddChar.map_add_eq_mul, ZMod.stdAddChar_coe, mul_comm]

/-- On a ring of `N ≥ 1` sites, `T + 1` is invertible exactly when `N` is odd. -/
theorem isUnit_shift_add_one_iff : IsUnit (shift N + 1) ↔ Odd N := by
  rw [← Matrix.mulVec_injective_iff_isUnit]
  constructor
  · intro hinj
    by_contra hodd
    obtain ⟨m, hm⟩ := Nat.not_odd_iff_even.1 hodd
    have hN0 : (N : ℂ) ≠ 0 := Nat.cast_ne_zero.2 (NeZero.ne N)
    have hm' : (N : ℂ) = m + m := by exact_mod_cast hm
    -- the wave at the zone boundary alternates in sign and is annihilated
    have hphase : exp (2 * π * I * ((m : ℤ) : ℂ) / N) = -1 := by
      rw [← Complex.exp_pi_mul_I]
      congr 1
      rw [div_eq_iff hN0, hm']
      push_cast
      ring
    have h0 : planeWave N m = 0 := by
      apply hinj
      funext j
      simp only [Matrix.add_mulVec, Matrix.one_mulVec, Matrix.mulVec_zero, Pi.add_apply,
        Pi.zero_apply, shift_mulVec]
      rw [planeWave_succ, hphase]
      ring
    exact Complex.exp_ne_zero _ (congrFun h0 0)
  · intro hN x y hxy
    have h : ∀ j, (x - y) (j + 1) = -1 * (x - y) j := by
      intro j
      have hj := congrFun hxy j
      simp only [Matrix.add_mulVec, Matrix.one_mulVec, Pi.add_apply, shift_mulVec] at hj
      simp only [Pi.sub_apply]
      linear_combination hj
    funext j
    -- once around the ring the sign is reversed
    have hj := bloch_iterate h N j
    rw [ZMod.natCast_self, add_zero, hN.neg_one_pow] at hj
    simp only [Pi.sub_apply] at hj
    linear_combination hj / 2

/-- For odd `N` the tangent Dirac operator is Hermitian. -/
theorem dirac_isHermitian (hN : Odd N) (a : ℝ) : (dirac N a).IsHermitian := by
  have hdet := (Matrix.isUnit_iff_isUnit_det _).1 (isUnit_shift_add_one_iff.2 hN)
  have hT : (shift N)ᴴ * shift N = 1 := by
    rw [mul_eq_one_comm]
    ext i j
    by_cases h : i = j <;> simp [Matrix.mul_apply, shift, Matrix.one_apply, h]
  have hW := Matrix.mul_nonsing_inv _ hdet
  have hW' := congrArg Matrix.conjTranspose hW
  rw [dirac]
  generalize (shift N + 1)⁻¹ = W at hW hW' ⊢
  rw [Matrix.conjTranspose_mul, Matrix.conjTranspose_add, Matrix.conjTranspose_one] at hW'
  -- unitarity of the shift makes its Cayley transform anti-Hermitian
  have hswap : ((shift N)ᴴ - 1) * (shift N + 1) = -(((shift N)ᴴ + 1) * (shift N - 1)) := by
    linear_combination (norm := noncomm_ring) (2 : ℤ) • hT
  have hC : ((shift N - 1) * W)ᴴ = -((shift N - 1) * W) := by
    rw [Matrix.conjTranspose_mul, Matrix.conjTranspose_sub, Matrix.conjTranspose_one]
    calc Wᴴ * ((shift N)ᴴ - 1)
        = Wᴴ * ((shift N)ᴴ - 1) * ((shift N + 1) * W) := by rw [hW, mul_one]
      _ = Wᴴ * (((shift N)ᴴ - 1) * (shift N + 1)) * W := by simp only [mul_assoc]
      _ = -(Wᴴ * ((shift N)ᴴ + 1) * ((shift N - 1) * W)) := by
          rw [hswap]
          noncomm_ring
      _ = -((shift N - 1) * W) := by rw [hW', one_mul]
  have hs : star (-2 * I / (a : ℂ)) = -(-2 * I / (a : ℂ)) := by
    simp only [Complex.star_def, map_div₀, map_mul, map_neg, Complex.conj_I,
      Complex.conj_ofReal, map_ofNat]
    ring
  rw [Matrix.IsHermitian, Matrix.conjTranspose_smul, hC, hs, neg_smul, smul_neg, neg_neg]

end

end DiracIsHermitian
```

Messages:

```
Main.lean:97:40: error: unsolved goals
case neg
N : ℕ
inst✝ : NeZero N
hN : Odd N
a : ℝ
hdet : IsUnit (shift N + 1).det
i j : ZMod N
h : ¬i = j
⊢ ¬j = i
```

The error lies in `hT`, the unitarity of the shift, which is checked entry by entry after `mul_eq_one_comm` has turned it into T Tᴴ = 1. Off the diagonal the entry must vanish. Row `i` of T has its only 1 in column `i + 1` and row `j` in column `j + 1`, so `simp` reduces the claim to the two sites being different, but writes it as `¬j = i`. The hypothesis is `h : ¬i = j`. As a rewrite rule it turns `i = j` into `False`, but does not match `j = i`, so the goal stays open although it is only `h` read backwards.

The repair gives `simp` the reversed inequality `Ne.symm h` as well, which closes the goal. The two cases now need separate calls, because `Ne.symm h` makes sense only where `h` is an inequality; in the other case `h` is the equation `i = j`, and the old call is kept. Dropping `Matrix.one_apply` from the second call is mere tidying.

After these edits no error is left:

```diff
@@ -98,5 +98,7 @@
     rw [mul_eq_one_comm]
     ext i j
-    by_cases h : i = j <;> simp [Matrix.mul_apply, shift, Matrix.one_apply, h]
+    by_cases h : i = j
+    · simp [Matrix.mul_apply, shift, Matrix.one_apply, h]
+    · simp [Matrix.mul_apply, shift, h, Ne.symm h]
   have hW := Matrix.mul_nonsing_inv _ hdet
   have hW' := congrArg Matrix.conjTranspose hW
```
